# The third-order band energy from the first-order projector: Tr(P3 H0) + Tr(P2 V) = Tr((1 − 2P0) P1 P1 V)

## Question

If I add up the third-order Rayleigh–Schrödinger energy corrections of the occupied states one state at a time, the sums contain energy denominators between two occupied states, and these vanish whenever two occupied levels are degenerate. If I work with the projector onto the occupied space, I avoid that, but I seem to need it to second and third order. For H(t) = H0 + tV and P(t) = P0 + tP1 + t²P2 + t³P3, the t³ coefficient of the band energy Tr(P(t)H(t)) is Tr(P3 H0) + Tr(P2 V).

The claim is that idempotency of P(t) through t³, together with [H0, P0] = 0 and [H0, P1] + [V, P0] = 0, reduces this to Tr((1 − 2P0) P1 P1 V), in which only P0, P1 and V occur. How is this stated and proved in Lean 4 with Mathlib?

## Answer

### Modelling choices

All operators are square matrices `Matrix n n R` over a finite index type `n`, a one-particle basis, with entries in a commutative ring `R`. H0 is the unperturbed Hamiltonian, V the perturbation, t its strength, and Pk the coefficient of t^k in the density matrix. These are Taylor coefficients, so the third derivative of the energy at t = 0 is six times the quantity computed. There is no spin factor.

Three abbreviations are defined. `commut A B` is [A, B] = AB − BA. `grading P0` is S = 1 − 2P0, which equals Q0 − P0 with Q0 = 1 − P0: it is −1 on the occupied space and +1 on the empty space. `diagPart P0 V` is the occupied–occupied plus empty–empty part of V,

D = P0 V P0 + Q0 V Q0.

The structure `IdempotentToThirdOrder` collects the coefficients of P(t)² = P(t):

ord0: P0 P0 = P0

ord1: P0 P1 + P1 P0 = P1

ord2: P0 P2 + P2 P0 + P1 P1 = P2

ord3: P0 P3 + P3 P0 + (P1 P2 + P2 P1) = P3

The hypotheses `hH` and `hS` are the t⁰ and t¹ coefficients of [H(t), P(t)] = 0, and `hS` is the Sternheimer equation in projector form. Commutation at orders two and three is not assumed.

The theorem `third_order_band_energy` says that under these six equations Tr(P3 H0) + Tr(P2 V) = Tr(S P1 P1 V). The theorem `bandEnergy_three` treats formal power series P(t) and H(t) = H0 + tH1 + t²H2 + …, where `bandEnergy P H k` is the trace of the t^k coefficient of P(t)H(t). If P² = P through t³ and HP = PH through t¹, then

E3 = Tr(S P1 P1 H1) + Tr(P1 H2) + Tr(P0 H3),

where E3 denotes `bandEnergy P H 3`. By `bandEnergy_three_congr`, two such series that agree at orders zero and one have the same E3 for the same H(t).

Nothing is required to be Hermitian, no gap is assumed, and P0 need not project on the lowest levels. The matrices P1, P2, P3 are given; their existence, their uniqueness and the convergence of the series are not derived. Exact idempotency means integer occupations in an orthonormal basis, so fractional occupations and overlap matrices are not covered. The result is the n = 1 case of the 2n+1 theorem of density functional perturbation theory, for the band energy of non-interacting particles with a prescribed one-parameter Hamiltonian in a finite basis. The Kohn–Sham total energy, with its Hartree and exchange–correlation terms, is a different functional and does not appear.

### Derivation by hand

Step 1. Suppose P0 X + X P0 + Y = X and let H commute with P0. Multiplying by P0 on both sides gives 2 P0 X P0 + P0 Y P0 = P0 X P0, and multiplying by Q0 on both sides kills the first two terms because Q0 P0 = P0 Q0 = 0. Hence

P0 X P0 = −P0 Y P0,  Q0 X Q0 = Q0 Y Q0.

Since H commutes with P0 and Q0, cyclicity gives Tr(P0 A H) = Tr(P0 A P0 H) for any matrix A, and the same with Q0. Therefore

Tr(X H) = Tr(P0 X P0 H) + Tr(Q0 X Q0 H) = Tr((Q0 − P0) Y H) = Tr(S Y H).

Step 2. Inserting 1 = P0 + Q0 gives [V, P0] = Q0 V P0 − P0 V Q0. Multiplying from the left by Q0 − P0 flips the sign of the second term:

S [V, P0] = Q0 V P0 + P0 V Q0 = V − D.

Step 3. If M commutes with P0, then Tr(M P0 V Q0) = Tr(Q0 P0 M V) = 0 and likewise Tr(M Q0 V P0) = 0, so

Tr(M V) = Tr(M D).

Step 4. Step 1 applied to ord3, with X = P3, Y = P1 P2 + P2 P1 and H = H0, gives

Tr(P3 H0) = Tr(S P1 P2 H0) + Tr(S P2 P1 H0).

S commutes with H0. It anticommutes with P1, because S P1 + P1 S = 2P1 − 2(P0 P1 + P1 P0) = 0 by ord1. Moving P2 to the front of each trace,

Tr(S P1 P2 H0) = Tr(P2 H0 S P1) = Tr(P2 S H0 P1),

Tr(S P2 P1 H0) = Tr(P2 P1 H0 S) = Tr(P2 P1 S H0) = −Tr(P2 S P1 H0).

The sum is Tr(P2 S [H0, P1]). The first-order equation turns this into −Tr(P2 S [V, P0]), and step 2 into Tr(P2 D) − Tr(P2 V). Thus

Tr(P3 H0) + Tr(P2 V) = Tr(P2 D).

Step 5. D commutes with P0, since D P0 = P0 V P0 = P0 D. Step 1 applied to ord2, with X = P2, Y = P1 P1 and H = D, gives Tr(P2 D) = Tr(S P1 P1 D). From ord1, P1 P0 = Q0 P1 and P1 Q0 = P0 P1, so P1 P1 P0 = P1 Q0 P1 = P0 P1 P1, and M = S P1 P1 commutes with P0. Step 3 restores V:

Tr(P3 H0) + Tr(P2 V) = Tr(S P1 P1 V).

For a general series H(t) the t³ coefficient of P(t)H(t) is P0 H3 + P1 H2 + P2 H1 + P3 H0. The last two traces combine as above with V = H1, and the first two stay.

### Lean code

```lean
import Mathlib

open Matrix
open PowerSeries (coeff)

namespace ThirdOrderBandEnergy

variable {n R : Type*} [Fintype n] [DecidableEq n] [CommRing R]

/-- The commutator `[A, B] = AB - BA`. -/
def commut (A B : Matrix n n R) : Matrix n n R := A * B - B * A

/-- The operator `1 - 2P`. -/
def grading (P : Matrix n n R) : Matrix n n R := 1 - 2 • P

/-- The occupied-occupied plus empty-empty part `P V P + (1 - P) V (1 - P)` of `V`. -/
def diagPart (P V : Matrix n n R) : Matrix n n R := P * V * P + (1 - P) * V * (1 - P)

/-- `P0 + t P1 + t² P2 + t³ P3` is idempotent through order `t³`, order by order. -/
structure IdempotentToThirdOrder (P0 P1 P2 P3 : Matrix n n R) : Prop where
  ord0 : P0 * P0 = P0
  ord1 : P0 * P1 + P1 * P0 = P1
  ord2 : P0 * P2 + P2 * P0 + P1 * P1 = P2
  ord3 : P0 * P3 + P3 * P0 + (P1 * P2 + P2 * P1) = P3

/-- The coefficient of `t^k` in the band energy `Tr (P(t) H(t))`. -/
noncomputable def bandEnergy (P H : PowerSeries (Matrix n n R)) (k : ℕ) : R :=
  trace (coeff k (P * H))

omit [DecidableEq n] in
/-- A commutator is traceless. -/
theorem trace_commut (A B : Matrix n n R) : trace (commut A B) = 0 := by
  rw [commut, trace_sub, trace_mul_comm, sub_self]

/-- If `P` is a projector, `P X + X P + Y = X` and `H` commutes with `P`, then
`Tr (X H) = Tr ((1 - 2P) Y H)`. -/
theorem trace_of_recursion {P X Y H : Matrix n n R} (h0 : P * P = P)
    (h : P * X + X * P + Y = X) (hH : commut H P = 0) :
    trace (X * H) = trace (grading P * Y * H) := by
  have c : H * P = P * H := sub_eq_zero.mp hH
  -- the two operators differ by commutators
  have key : X * H = grading P * Y * H + commut P (X * H)
      - commut P (X * P * H) - commut P (X * P * H) := by
    simp only [commut, grading, two_nsmul]
    linear_combination (norm := noncomm_ring) X * c - X * P * c - X * P * c
      - X * h0 * H - X * h0 * H - h0 * X * H - h0 * X * H - (1 - (P + P)) * h * H
  have t := congrArg trace key
  simpa only [trace_add, trace_sub, trace_commut, add_zero, sub_zero] using t

/-- For a projector `P`, the product `(1 - 2P) [V, P]` is `V` minus its block-diagonal part. -/
theorem grading_mul_commut {P : Matrix n n R} (h0 : P * P = P) (V : Matrix n n R) :
    grading P * commut V P = V - diagPart P V := by
  simp only [commut, grading, diagPart, two_nsmul]
  linear_combination (norm := noncomm_ring) h0 * V + h0 * V

/-- If `M` commutes with the projector `P`, then `Tr (M V)` equals the trace of `M` against
the block-diagonal part of `V`. -/
theorem trace_mul_diagPart {P M : Matrix n n R} (h0 : P * P = P) (hM : commut M P = 0)
    (V : Matrix n n R) : trace (M * V) = trace (M * diagPart P V) := by
  have c : M * P = P * M := sub_eq_zero.mp hM
  have key : M * V = M * diagPart P V + commut (M * V) P
      - commut (M * P * V) P - commut (M * P * V) P := by
    simp only [commut, diagPart]
    linear_combination (norm := noncomm_ring) c * V - P * c * V - P * c * V
      - h0 * M * V - h0 * M * V
  have t := congrArg trace key
  simpa only [trace_add, trace_sub, trace_commut, add_zero, sub_zero] using t

/-- Under third-order idempotency, `[H0, P0] = 0` and `[H0, P1] + [V, P0] = 0`, the sum
`Tr (P3 H0) + Tr (P2 V)` is the trace of `P2` against the block-diagonal part of `V`. -/
theorem third_order_eq_diagPart {P0 P1 P2 P3 H0 V : Matrix n n R}
    (hP : IdempotentToThirdOrder P0 P1 P2 P3) (hH : commut H0 P0 = 0)
    (hS : commut H0 P1 + commut V P0 = 0) :
    trace (P3 * H0) + trace (P2 * V) = trace (P2 * diagPart P0 V) := by
  have c : H0 * P0 = P0 * H0 := sub_eq_zero.mp hH
  have h1 := hP.ord1
  -- `1 - 2 P0` commutes with `H0` and anticommutes with `P1`
  have hc : H0 * grading P0 = grading P0 * H0 := by
    simp only [grading, two_nsmul]
    linear_combination (norm := noncomm_ring) -c - c
  have ha : grading P0 * P1 + P1 * grading P0 = 0 := by
    simp only [grading, two_nsmul]
    linear_combination (norm := noncomm_ring) -h1 - h1
  -- cyclic reordering exposes `[H0, P1]`
  have key : grading P0 * (P1 * P2 + P2 * P1) * H0 = P2 * (grading P0 * commut H0 P1)
      + commut (grading P0 * P1) (P2 * H0) + commut (grading P0) (P2 * P1 * H0) := by
    simp only [commut]
    linear_combination (norm := noncomm_ring) P2 * hc * P1 + P2 * P1 * hc + P2 * ha * H0
  -- the first-order equation trades it for the off-diagonal part of `V`
  have hS' : commut H0 P1 = -commut V P0 := eq_neg_of_add_eq_zero_left hS
  have off : P2 * (grading P0 * commut H0 P1) = P2 * diagPart P0 V - P2 * V := by
    rw [hS', mul_neg, grading_mul_commut hP.ord0]
    noncomm_ring
  rw [trace_of_recursion hP.ord0 hP.ord3 hH, key, off]
  simp only [trace_add, trace_sub, trace_commut, add_zero]
  ring

/-- Under third-order idempotency, `[H0, P0] = 0` and `[H0, P1] + [V, P0] = 0`, the
third-order band energy is `Tr (P3 H0) + Tr (P2 V) = Tr ((1 - 2 P0) P1 P1 V)`. -/
theorem third_order_band_energy {P0 P1 P2 P3 H0 V : Matrix n n R}
    (hP : IdempotentToThirdOrder P0 P1 P2 P3) (hH : commut H0 P0 = 0)
    (hS : commut H0 P1 + commut V P0 = 0) :
    trace (P3 * H0) + trace (P2 * V) = trace (grading P0 * (P1 * P1) * V) := by
  have h0 := hP.ord0
  have h1 := hP.ord1
  have hD : commut (diagPart P0 V) P0 = 0 := by
    simp only [commut, diagPart]
    linear_combination (norm := noncomm_ring) P0 * V * h0 - h0 * V * P0
      - (1 - P0) * V * h0 + h0 * V * (1 - P0)
  have hM : commut (grading P0 * (P1 * P1)) P0 = 0 := by
    simp only [commut, grading, two_nsmul]
    linear_combination (norm := noncomm_ring)
      (1 - (P0 + P0)) * P1 * h1 - (1 - (P0 + P0)) * h1 * P1
  rw [third_order_eq_diagPart hP hH hS, trace_of_recursion h0 hP.ord2 hD,
    trace_mul_diagPart h0 hM V]

/-- For power series `P(t)`, `H(t)` with `P² = P` through `t³` and `HP = PH` through `t¹`, the
`t³` coefficient of `Tr (P H)` is `Tr ((1 - 2 P0) P1 P1 H1) + Tr (P1 H2) + Tr (P0 H3)`. -/
theorem bandEnergy_three {P H : PowerSeries (Matrix n n R)}
    (hP : ∀ k ≤ 3, coeff k (P * P) = coeff k P)
    (hH : ∀ k ≤ 1, coeff k (H * P) = coeff k (P * H)) :
    bandEnergy P H 3 =
      trace (grading (coeff 0 P) * (coeff 1 P * coeff 1 P) * coeff 1 H)
        + trace (coeff 1 P * coeff 2 H) + trace (coeff 0 P * coeff 3 H) := by
  -- Cauchy product, order by order
  have key : ∀ (k : ℕ) (A B : PowerSeries (Matrix n n R)), coeff k (A * B) =
      ∑ j ∈ Finset.range (k + 1), coeff j A * coeff (k - j) B := by
    intro k A B
    rw [PowerSeries.coeff_mul, Finset.Nat.sum_antidiagonal_eq_sum_range_succ_mk]
  have c0 : ∀ A B : PowerSeries (Matrix n n R), coeff 0 (A * B) = coeff 0 A * coeff 0 B := by
    intro A B; rw [key]; simp
  have c1 : ∀ A B : PowerSeries (Matrix n n R),
      coeff 1 (A * B) = coeff 0 A * coeff 1 B + coeff 1 A * coeff 0 B := by
    intro A B; rw [key]; simp [Finset.sum_range_succ]
  have c2 : ∀ A B : PowerSeries (Matrix n n R), coeff 2 (A * B) =
      coeff 0 A * coeff 2 B + coeff 1 A * coeff 1 B + coeff 2 A * coeff 0 B := by
    intro A B; rw [key]; simp [Finset.sum_range_succ]
  have c3 : ∀ A B : PowerSeries (Matrix n n R), coeff 3 (A * B) = coeff 0 A * coeff 3 B
      + coeff 1 A * coeff 2 B + coeff 2 A * coeff 1 B + coeff 3 A * coeff 0 B := by
    intro A B; rw [key]; simp [Finset.sum_range_succ]
  have h0 := hP 0 (by norm_num)
  have h1 := hP 1 (by norm_num)
  have h2 := hP 2 (by norm_num)
  have h3 := hP 3 (by norm_num)
  have g0 := hH 0 (by norm_num)
  have g1 := hH 1 (by norm_num)
  rw [c0] at h0
  rw [c1] at h1
  rw [c2] at h2
  rw [c3] at h3
  rw [c0, c0] at g0
  rw [c1, c1] at g1
  have main := third_order_band_energy (H0 := coeff 0 H) (V := coeff 1 H)
    (⟨h0, h1, by linear_combination (norm := abel) h2,
      by linear_combination (norm := abel) h3⟩ :
      IdempotentToThirdOrder (coeff 0 P) (coeff 1 P) (coeff 2 P) (coeff 3 P))
    (sub_eq_zero.mpr g0)
    (by simp only [commut]; linear_combination (norm := abel) g1)
  rw [bandEnergy, c3]
  simp only [trace_add]
  linear_combination main

/-- Two series, each idempotent through `t³` and commuting with `H(t)` through `t¹`, that agree
at orders zero and one have the same third-order band energy. -/
theorem bandEnergy_three_congr {P P' H : PowerSeries (Matrix n n R)}
    (hP : ∀ k ≤ 3, coeff k (P * P) = coeff k P)
    (hH : ∀ k ≤ 1, coeff k (H * P) = coeff k (P * H))
    (hP' : ∀ k ≤ 3, coeff k (P' * P') = coeff k P')
    (hH' : ∀ k ≤ 1, coeff k (H * P') = coeff k (P' * H))
    (e0 : coeff 0 P = coeff 0 P') (e1 : coeff 1 P = coeff 1 P') :
    bandEnergy P H 3 = bandEnergy P' H 3 := by
  rw [bandEnergy_three hP hH, bandEnergy_three hP' hH', e0, e1]

/-- A two-level system with integer entries meets all hypotheses of the main theorem, with
third-order band energy equal to one. -/
theorem third_order_witness :
    let H0 : Matrix (Fin 2) (Fin 2) ℤ := !![0, 0; 0, 1]
    let V : Matrix (Fin 2) (Fin 2) ℤ := !![0, 1; 1, 1]
    let P0 : Matrix (Fin 2) (Fin 2) ℤ := !![1, 0; 0, 0]
    let P1 : Matrix (Fin 2) (Fin 2) ℤ := !![0, -1; -1, 0]
    let P2 : Matrix (Fin 2) (Fin 2) ℤ := !![-1, 1; 1, 1]
    let P3 : Matrix (Fin 2) (Fin 2) ℤ := !![2, 1; 1, -2]
    IdempotentToThirdOrder P0 P1 P2 P3 ∧ commut H0 P0 = 0 ∧
      commut H0 P1 + commut V P0 = 0 ∧ trace (P3 * H0) + trace (P2 * V) = 1 := by
  dsimp only
  refine ⟨⟨?_, ?_, ?_, ?_⟩, ?_, ?_, ?_⟩ <;> decide

end ThirdOrderBandEnergy
```

```lean
#print axioms ThirdOrderBandEnergy.third_order_band_energy
#print axioms ThirdOrderBandEnergy.bandEnergy_three_congr
```

```
'ThirdOrderBandEnergy.third_order_band_energy' depends on axioms: [propext, Classical.choice, Quot.sound]
'ThirdOrderBandEnergy.bandEnergy_three_congr' depends on axioms: [propext, Classical.choice, Quot.sound]
```

### Remarks

**How the proof follows the derivation.** Steps 1, 2 and 3 are `trace_of_recursion`, `grading_mul_commut` and `trace_mul_diagPart`. The Lean versions of steps 1 and 3 do not split into blocks. Each proves a matrix identity `key`, which says that the two operators differ by commutators, takes the trace of both sides with `congrArg trace key`, and removes the commutators with `trace_commut`. In step 1, where `P` stands for P0, the identity reads

X H = S Y H + [P0, X H] − 2 [P0, X P0 H].

Step 4 is `third_order_eq_diagPart`. There `hc` is the commutation of S with H0, `ha` the anticommutation with P1, `key` the two cyclic reorderings written as explicit commutators, and `off` the use of the first-order equation and step 2. Step 5 is the main theorem: `hD` and `hM` are the two commutation statements, and the final `rw` chains step 4, step 1 at order two and step 3. In `bandEnergy_three`, `c0` to `c3` expand the Cauchy product, after which the series hypotheses become the six equations and the main theorem is applied with `V := coeff 1 H`. No step divides by 2 or by anything else, which is what allows an arbitrary commutative ring.

**A reusable technique.** In a matrix ring, `linear_combination (norm := noncomm_ring)` accepts hypotheses multiplied from both sides, as in `X * h0 * H`, which is the equation P0 P0 = P0 placed between X and H. Combined with writing every cyclic move as an added commutator, this reduces a trace identity to one normalisation in a non-commutative ring.

**A numerical instance.** `third_order_witness` checks the six equations and the value 1 of the left side for a two-level system over ℤ. With rows separated by semicolons, H0 = (0, 0; 0, 1), V = (0, 1; 1, 1), P0 = (1, 0; 0, 0), P1 = (0, −1; −1, 0), P2 = (−1, 1; 1, 1) and P3 = (2, 1; 1, −2). Then Tr(P3 H0) = −2 and Tr(P2 V) = 0 + 1 + 1 + 1 = 3, with sum 1. On the other side P1 P1 = 1 and S = (−1, 0; 0, 1), so Tr(S P1 P1 V) = −0 + 1 = 1. The lower eigenvalue of H0 + tV = (0, t; t, 1 + t) is −t²/(1 + t) + O(t⁴) = −t² + t³ + O(t⁴), in agreement; this comparison, like the counter-examples and orbital formulas below, was done on paper and not in Lean.

**Dropping a hypothesis.** Keep H0 and P0, …, P3 from this instance and set V = 0. Idempotency and [H0, P0] = 0 still hold, but [H0, P1] = (0, 1; −1, 0) is not zero, so `hS` fails. The left side is −2 and the right side is 0. With the original V and P3 replaced by 0, only ord3 fails, and the left side is 3 against 1.

**Smallest and limiting cases.** For an empty index type every trace is zero. For 1 × 1 matrices ord1 reads S P1 = 0, and S S = 1 forces P1 = 0, so both sides vanish. If V only couples occupied to empty states, then D = 0, and `third_order_eq_diagPart` gives a vanishing third-order energy at any size.

**In a calculation.** Take Hermitian matrices over ℂ and orthonormal occupied eigenvectors u_v of H0 with energies ε_v, so that P0 = Σ_v |u_v⟩⟨u_v|. For this paragraph assume that no ε_v equals the energy of an empty eigenstate of H0; then ord1 and `hS` determine P1 uniquely. Let w_v be the unique vectors in the empty space that solve

Q0 (H0 − ε_v) w_v = −Q0 V u_v.

Then P1 = Σ_v (|w_v⟩⟨u_v| + |u_v⟩⟨w_v|), and the right side of the theorem becomes

E3 = Σ_v ⟨w_v|V|w_v⟩ − Σ_v Σ_v′ ⟨w_v|w_v′⟩ ⟨u_v′|V|u_v⟩,

with v and v′ running over occupied states. For an empty eigenstate c of energy ε_c, the element of P1 is ⟨c|V|u_v⟩/(ε_v − ε_c). Occupied–empty energy differences thus remain inside P1, while ord1 makes the occupied–occupied block of P1 zero, so no difference of two occupied energies enters.

**Another model.** P(t) and H(t) could be smooth families of Hermitian complex matrices in a real t, with the statement made about third derivatives. That would add factorials and a Leibniz rule for matrix products, after which the same algebra applies to the derivatives divided by k!. A gap between the occupied and the empty levels at t = 0 would be enough to construct P(t) near t = 0 as a smooth spectral projector, and so to derive the hypotheses assumed here.
